# The double integral that uniquely solves the mean first-passage problem on an interval

Replace the inner lower limit $a$ in the double-integral formula for a mean first-passage time by another point of the interval, and the result still satisfies the differential equation and still vanishes at the absorbing end. Its slope at the reflecting wall is no longer zero, however, so it answers a different question. The equation and both boundary conditions together single out one function.

Let $a<b$ and $D>0$, let $U$ be continuously differentiable on $[a,b]$, and let $\beta$ be real. For overdamped motion in the potential $U$ with constant diffusion coefficient $D$ at temperature $\Theta$, where $\beta=1/(k_B\Theta)$, the mean time $\tau(x)$ to reach $b$ from $x$ obeys

$$D(\tau''-\beta U'\tau')=-1,\qquad \tau'(a)=0,\qquad \tau(b)=0.$$

The conditions describe a reflecting wall at $a$ and absorption at $b$. This boundary-value problem is the starting point here; its derivation from the stochastic dynamics is assumed. The claim is that its only twice continuously differentiable solution on $[a,b]$ is

$$T(x)=\frac1D\int_x^b e^{\beta U(y)}W(y)\,dy,\qquad W(y)=\int_a^y e^{-\beta U(z)}\,dz.$$

When $U$ is a free-energy profile from enhanced sampling, $T$ turns it into a passage time, provided that the motion along the coordinate is itself diffusive with constant $D$.

## Derivation by integrating factor

Since $W'=e^{-\beta U}$, differentiating $T$ twice gives

$$T'=-\frac1D e^{\beta U}W,\qquad T''=\beta U'T'-\frac1D.$$

The second identity is the differential equation, and it shows that $T''$ is continuous. Also $T'(a)=0$ because $W(a)=0$, and $T(b)=0$ because the outer integral is then empty.

Conversely, let $\tau$ be any solution. Then

$$\left(e^{-\beta U}\tau'\right)'=e^{-\beta U}(\tau''-\beta U'\tau')=-\frac1D e^{-\beta U},$$

so $e^{-\beta U}\tau'+W/D$ is constant. It vanishes at $a$, hence $\tau'=-e^{\beta U}W/D=T'$. The difference $\tau-T$ is therefore constant, and it vanishes at $b$, so $\tau=T$.

For $x>a$ we have $W(x)>0$, so $T'(x)<0$ and $T$ decreases strictly towards $b$. If $U=E$ is constant, $W(y)=(y-a)e^{-\beta E}$, the exponentials cancel, and

$$T(x)=\frac1D\int_x^b(y-a)\,dy=\frac{(b-a)^2-(x-a)^2}{2D}.$$

## The problem and its formula in Lean

```lean
import Mathlib

open Set

namespace MeanFirstPassageTime

noncomputable section
```

The function $W$ is `occupation`.

```lean
/-- The Boltzmann weight `exp (-β U)` accumulated between the reflecting wall `a` and `y`. -/
def occupation (β : ℝ) (U : ℝ → ℝ) (a y : ℝ) : ℝ :=
  ∫ z in a..y, Real.exp (-(β * U z))
```

The formula $T$ is `passageTime`.

```lean
/-- The double-integral formula for the mean time to reach `b` from `x`, with a reflecting
wall at `a`. -/
def passageTime (β D : ℝ) (U : ℝ → ℝ) (a b x : ℝ) : ℝ :=
  1 / D * ∫ y in x..b, Real.exp (β * U y) * occupation β U a y
```

Its expected derivative $T'$ gets a separate definition.

```lean
/-- The function `-(1/D) exp (β U(x))` times the Boltzmann weight accumulated from `a` to `x`. -/
def passageSlope (β D : ℝ) (U : ℝ → ℝ) (a x : ℝ) : ℝ :=
  -(1 / D) * (Real.exp (β * U x) * occupation β U a x)
```

In the boundary-value problem, `v` and `w` stand for $\tau'$ and $\tau''$. `HasDerivWithinAt` on `Icc a b` means an ordinary derivative inside the interval and a one-sided derivative at each wall. The potential enters only through its derivative `dU`.

```lean
/-- `τ` is twice continuously differentiable on `[a, b]`, with first and second derivatives `v` and
`w`, and satisfies `D (τ'' - β dU τ') = -1`, `τ'(a) = 0` and `τ(b) = 0`. The function `dU` stands
for the derivative of the potential. -/
def SolvesPassageProblem (β D a b : ℝ) (dU τ : ℝ → ℝ) : Prop :=
  ∃ v w : ℝ → ℝ,
    (∀ x ∈ Icc a b, HasDerivWithinAt τ (v x) (Icc a b) x) ∧
    (∀ x ∈ Icc a b, HasDerivWithinAt v (w x) (Icc a b) x) ∧
    ContinuousOn w (Icc a b) ∧
    (∀ x ∈ Icc a b, D * (w x - β * dU x * v x) = -1) ∧
    v a = 0 ∧ τ b = 0
```

## Calculus on the closed interval

The fundamental theorem of calculus is needed up to the walls. The proof extends $f$ continuously to the whole line by its end values, differentiates there, and restricts the result to $[a,b]$.

```lean
variable {β D a b : ℝ} {U dU : ℝ → ℝ}

/-- The integral from `a` of a function continuous on `[a, b]` has that function as its
derivative on `[a, b]`, one-sided at the ends. -/
theorem hasDerivWithinAt_integral (hab : a ≤ b) {f : ℝ → ℝ} (hf : ContinuousOn f (Icc a b))
    {x : ℝ} (hx : x ∈ Icc a b) :
    HasDerivWithinAt (fun u => ∫ t in a..u, f t) (f x) (Icc a b) x := by
  -- extend `f` continuously to the whole line by its end values
  let g : ℝ → ℝ := fun t => f (max a (min b t))
  have hg : Continuous g := hf.comp_continuous (by fun_prop)
    (fun t => ⟨le_max_left _ _, max_le hab (min_le_left _ _)⟩)
  have hgf : ∀ t ∈ Icc a b, g t = f t := fun t ht => by
    show f (max a (min b t)) = f t
    rw [min_eq_right ht.2, max_eq_right ht.1]
  have h := (hg.integral_hasStrictDerivAt a x).hasDerivAt.hasDerivWithinAt (s := Icc a b)
  rw [hgf x hx] at h
  refine h.congr_of_mem (fun u hu => ?_) hx
  refine intervalIntegral.integral_congr (fun t ht => ?_)
  rw [uIcc_of_le hu.1] at ht
  exact (hgf t ⟨ht.1, ht.2.trans hu.2⟩).symm
```

A mean-value bound with constant zero shows that a function with zero derivative is constant. The uniqueness argument uses this twice.

```lean
/-- A function whose derivative vanishes on `[a, b]` takes the same value at any two points
of `[a, b]`. -/
theorem eq_of_zero_slope {f : ℝ → ℝ}
    (hf : ∀ x ∈ Icc a b, HasDerivWithinAt f 0 (Icc a b) x)
    {x y : ℝ} (hx : x ∈ Icc a b) (hy : y ∈ Icc a b) : f y = f x := by
  have h := Convex.norm_image_sub_le_of_norm_hasDerivWithin_le (f' := fun _ => (0 : ℝ))
    (C := 0) hf (fun _ _ => by simp) (convex_Icc a b) hx hy
  rw [zero_mul] at h
  exact sub_eq_zero.mp (norm_le_zero_iff.mp h)
```

For $U$ continuous on $[a,b]$, the first of these lemmas gives $W'=e^{-\beta U}$.

```lean
/-- The accumulated Boltzmann weight grows at the rate `exp (-β U(x))`. -/
theorem occupation_hasDeriv (β : ℝ) (hab : a < b) (hU : ContinuousOn U (Icc a b))
    {x : ℝ} (hx : x ∈ Icc a b) :
    HasDerivWithinAt (occupation β U a) (Real.exp (-(β * U x))) (Icc a b) x :=
  hasDerivWithinAt_integral (f := fun z => Real.exp (-(β * U z))) hab.le
    (Real.continuous_exp.comp_continuousOn (continuousOn_const.mul hU).neg) hx
```

For $T'$, again with $U$ continuous on $[a,b]$, the integral from $x$ to $b$ is written as a difference of two integrals from $a$, which produces the minus sign.

```lean
/-- The derivative of the passage-time formula with respect to the starting point is
`passageSlope`. -/
theorem passageTime_hasDeriv (β D : ℝ) (hab : a < b) (hU : ContinuousOn U (Icc a b))
    {x : ℝ} (hx : x ∈ Icc a b) :
    HasDerivWithinAt (passageTime β D U a b) (passageSlope β D U a x) (Icc a b) x := by
  have hW : ContinuousOn (occupation β U a) (Icc a b) :=
    fun y hy => (occupation_hasDeriv β hab hU hy).continuousWithinAt
  have hf : ContinuousOn (fun y => Real.exp (β * U y) * occupation β U a y) (Icc a b) :=
    (Real.continuous_exp.comp_continuousOn (continuousOn_const.mul hU)).mul hW
  have h := ((hasDerivWithinAt_integral hab.le hf hx).const_sub
    (∫ y in a..b, Real.exp (β * U y) * occupation β U a y)).const_mul (1 / D)
  refine (h.congr_of_mem (fun u hu => ?_) hx).congr_deriv (by simp only [passageSlope]; ring)
  -- the integral from `u` to `b` is a difference of integrals from `a`
  have e := intervalIntegral.integral_interval_sub_left (μ := MeasureTheory.volume)
    (hf.intervalIntegrable_of_Icc hab.le)
    ((hf.mono (Icc_subset_Icc_right hu.2)).intervalIntegrable_of_Icc hu.1)
  exact congrArg (fun s => 1 / D * s) e.symm
```

## Existence and uniqueness as one equivalence

The hypotheses `hU` and `hdU` say that `dU` is the derivative of `U` on $[a,b]$ and is continuous there. The theorem states that `τ` solves the problem exactly when it equals `passageTime` at every point of $[a,b]$; values elsewhere are unrestricted. No sign of $\beta$ is assumed.

In the forward direction, `hconst` is the integrating-factor identity, `hslope` gives $\tau'=T'$, and `hdiff` shows that $\tau-T$ has zero derivative. In the reverse direction, `passageTime_hasDeriv` supplies $T'$ and `hv` computes $T''$. The differential equation then follows by algebra, the continuity of $T''$ from `hv` and the continuity of `dU`, and the boundary conditions from $W(a)=0$ and $T(b)=0$.

```lean
/-- For a continuously differentiable potential on `[a, b]` and `D > 0`, a function solves the
mean first-passage problem exactly when it agrees on `[a, b]` with the double-integral formula. -/
theorem solves_iff_eq_passageTime (hab : a < b) (hD : 0 < D)
    (hU : ∀ x ∈ Icc a b, HasDerivWithinAt U (dU x) (Icc a b) x)
    (hdU : ContinuousOn dU (Icc a b)) (τ : ℝ → ℝ) :
    SolvesPassageProblem β D a b dU τ ↔ EqOn τ (passageTime β D U a b) (Icc a b) := by
  have hUc : ContinuousOn U (Icc a b) := fun x hx => (hU x hx).continuousWithinAt
  have he : ∀ x, Real.exp (β * U x) * Real.exp (-(β * U x)) = 1 := fun x => by
    rw [← Real.exp_add, add_neg_cancel, Real.exp_zero]
  have ha : a ∈ Icc a b := left_mem_Icc.mpr hab.le
  have hb : b ∈ Icc a b := right_mem_Icc.mpr hab.le
  have hWa : occupation β U a a = 0 := by simp [occupation]
  have hTb : passageTime β D U a b b = 0 := by simp [passageTime]
  constructor
  · rintro ⟨v, w, hτ, hv, -, ode, hva, hτb⟩
    -- the integrating factor `exp (-β U)` turns the equation into a total derivative
    have hconst : ∀ x ∈ Icc a b, HasDerivWithinAt
        (fun y => Real.exp (-(β * U y)) * v y + 1 / D * occupation β U a y) 0 (Icc a b) x := by
      intro x hx
      have hw : w x - β * dU x * v x = -1 / D := by
        rw [eq_div_iff hD.ne']
        linarith [ode x hx]
      have hE : HasDerivWithinAt (fun y => Real.exp (-(β * U y)))
          (Real.exp (-(β * U x)) * (-(β * dU x))) (Icc a b) x :=
        ((hU x hx).const_mul β).neg.exp
      refine ((hE.mul (hv x hx)).add
        ((occupation_hasDeriv β hab hUc hx).const_mul (1 / D))).congr_deriv ?_
      linear_combination Real.exp (-(β * U x)) * hw
    have hslope : ∀ x ∈ Icc a b, v x = passageSlope β D U a x := by
      intro x hx
      have h : Real.exp (-(β * U x)) * v x + 1 / D * occupation β U a x
          = Real.exp (-(β * U a)) * v a + 1 / D * occupation β U a a :=
        eq_of_zero_slope hconst ha hx
      rw [hva, hWa, mul_zero, mul_zero, add_zero] at h
      simp only [passageSlope]
      linear_combination Real.exp (β * U x) * h - v x * he x
    -- equal slopes and equal values at `b` force equality
    intro x hx
    have hdiff : ∀ y ∈ Icc a b, HasDerivWithinAt
        (fun z => τ z - passageTime β D U a b z) 0 (Icc a b) y := fun y hy =>
      ((hτ y hy).sub (passageTime_hasDeriv β D hab hUc hy)).congr_deriv
        (sub_eq_zero.mpr (hslope y hy))
    have h : τ x - passageTime β D U a b x = τ b - passageTime β D U a b b :=
      eq_of_zero_slope hdiff hb hx
    rw [hτb, hTb] at h
    linarith
  · intro hτ
    have hv : ∀ x ∈ Icc a b, HasDerivWithinAt (passageSlope β D U a)
        (β * dU x * passageSlope β D U a x - 1 / D) (Icc a b) x := by
      intro x hx
      refine ((((hU x hx).const_mul β).exp.mul
        (occupation_hasDeriv β hab hUc hx)).const_mul (-(1 / D))).congr_deriv ?_
      simp only [passageSlope]
      linear_combination (-(1 / D)) * he x
    refine ⟨passageSlope β D U a, fun x => β * dU x * passageSlope β D U a x - 1 / D,
      fun x hx => (passageTime_hasDeriv β D hab hUc hx).congr_of_mem hτ hx, hv,
      ((continuousOn_const.mul hdU).mul
        (fun x hx => (hv x hx).continuousWithinAt)).sub continuousOn_const,
      fun x _ => ?_, by simp [passageSlope, hWa], (hτ hb).trans hTb⟩
    show D * (β * dU x * passageSlope β D U a x - 1 / D
      - β * dU x * passageSlope β D U a x) = -1
    linear_combination -(mul_one_div_cancel hD.ne')
```

## Monotonicity and the flat potential

The theorem on strict decrease assumes only that the potential is continuous, not that it is differentiable. The proof shows that $W$ is positive inside the interval, which makes the derivative of $T$ negative there.

```lean
/-- For a potential continuous on `[a, b]` and `D > 0`, the double-integral formula `passageTime` is
strictly decreasing in the starting point on `[a, b]`. -/
theorem passageTime_strictAntiOn (β : ℝ) (hab : a < b) (hD : 0 < D)
    (hU : ContinuousOn U (Icc a b)) :
    StrictAntiOn (passageTime β D U a b) (Icc a b) := by
  refine strictAntiOn_of_deriv_neg (convex_Icc a b)
    (fun x hx => (passageTime_hasDeriv β D hab hU hx).continuousWithinAt) (fun x hx => ?_)
  rw [interior_Icc] at hx
  rw [((passageTime_hasDeriv β D hab hU (Ioo_subset_Icc_self hx)).hasDerivAt
    (Icc_mem_nhds hx.1 hx.2)).deriv]
  have hc : ContinuousOn (fun z => Real.exp (-(β * U z))) (Icc a x) :=
    Real.continuous_exp.comp_continuousOn
      (continuousOn_const.mul (hU.mono (Icc_subset_Icc_right hx.2.le))).neg
  have hW : 0 < occupation β U a x :=
    intervalIntegral.intervalIntegral_pos_of_pos_on (hc.intervalIntegrable_of_Icc hx.1.le)
      (fun z _ => Real.exp_pos _) hx.1
  have p : 0 < 1 / D * (Real.exp (β * U x) * occupation β U a x) := by positivity
  rw [passageSlope, neg_mul]
  exact neg_lt_zero.mpr p
```

For the constant potential, the proof evaluates no integral. It checks that the quadratic solves the boundary-value problem and then applies uniqueness.

```lean
/-- In a constant potential the mean first-passage time from `x` is
`((b - a)² - (x - a)²) / (2 D)`. -/
theorem passageTime_flat (β E : ℝ) (hab : a < b) (hD : 0 < D) {x : ℝ} (hx : x ∈ Icc a b) :
    passageTime β D (fun _ => E) a b x = ((b - a) ^ 2 - (x - a) ^ 2) / (2 * D) := by
  have hsol : SolvesPassageProblem β D a b (fun _ => 0)
      (fun y => ((b - a) ^ 2 - (y - a) ^ 2) / (2 * D)) := by
    refine ⟨fun y => -(y - a) / D, fun _ => -1 / D, fun y _ => ?_, fun y _ => ?_,
      continuousOn_const, fun y _ => ?_, by simp, by simp⟩
    · have h : HasDerivAt (fun y : ℝ => (y - a) ^ 2) (2 * (y - a)) y := by
        simpa using ((hasDerivAt_id' y).sub_const a).fun_pow 2
      refine ((h.const_sub ((b - a) ^ 2)).div_const (2 * D)).hasDerivWithinAt.congr_deriv ?_
      show -(2 * (y - a)) / (2 * D) = -(y - a) / D
      rw [← mul_neg, mul_div_mul_left _ _ (two_ne_zero' ℝ)]
    · exact (((hasDerivAt_id' y).sub_const a).neg.div_const D).hasDerivWithinAt
    · simp only [mul_zero, zero_mul, sub_zero]
      exact mul_div_cancel₀ (-1) hD.ne'
  exact ((solves_iff_eq_passageTime (U := fun _ => E) hab hD
    (fun y _ => hasDerivWithinAt_const y (Icc a b) E) continuousOn_const _).mp hsol hx).symm

end

end MeanFirstPassageTime
```

```lean
#print axioms MeanFirstPassageTime.solves_iff_eq_passageTime
#print axioms MeanFirstPassageTime.passageTime_strictAntiOn
#print axioms MeanFirstPassageTime.passageTime_flat
```

```
'MeanFirstPassageTime.solves_iff_eq_passageTime' depends on axioms: [propext, Classical.choice, Quot.sound]
'MeanFirstPassageTime.passageTime_strictAntiOn' depends on axioms: [propext, Classical.choice, Quot.sound]
'MeanFirstPassageTime.passageTime_flat' depends on axioms: [propext, Classical.choice, Quot.sound]
```
